# In the scaling limit, the unbiased Ohmic golden-rule rate is proportional to \(T^{2a-1}\)

## From one hyperbolic secant to the general rate

Take units with \(\hbar=k_B=1\), a temperature \(T>0\) and a bath cutoff frequency \(W>0\). Substituting \(\tau=\pi Tt\) gives

\[
\int_{-\infty}^{\infty}\frac{\pi T}{W\cosh(\pi Tt)}\,dt
=\frac1W\int_{-\infty}^{\infty}\frac{d\tau}{\cosh\tau}=\frac{\pi}{W}.
\]

Heating raises the peak in proportion to \(T\) and narrows it in proportion to \(1/T\), so the area stays fixed. If the integrand is raised to the power \(2a\), with \(a>0\), the height scales as \(T^{2a}\) while the width still scales as \(1/T\). The area then scales as \(T^{2a-1}\):

\[
\int_{-\infty}^{\infty}\left(\frac{\pi T}{W\cosh(\pi Tt)}\right)^{2a}dt
=(\pi T)^{2a-1}W^{-2a}\,\frac{\sqrt\pi\,\Gamma(a)}{\Gamma(a+\tfrac12)}.
\]

The integral converges because the integrand is continuous and decays as \(e^{-2a\pi T|t|}\). The substitution \(\tau=\pi Tt\) extracts the powers of \(T\) and \(W\), leaving the integral of \((1/\cosh\tau)^{2a}\). To evaluate it, set

\[
x=\frac{e^{2\tau}}{e^{2\tau}+1},\qquad
x(1-x)=\frac{e^{2\tau}}{(e^{2\tau}+1)^2}=\frac1{4\cosh^2\tau},\qquad
dx=2x(1-x)\,d\tau.
\]

The real line becomes \((0,1)\), and

\[
\int_{-\infty}^{\infty}\frac{d\tau}{\cosh^{2a}\tau}
=2^{2a-1}\int_0^1[x(1-x)]^{a-1}dx
=2^{2a-1}\frac{\Gamma(a)^2}{\Gamma(2a)}.
\]

Legendre's duplication formula, \(\Gamma(a)\Gamma(a+\frac12)=2^{1-2a}\sqrt\pi\,\Gamma(2a)\), turns this into \(\sqrt\pi\,\Gamma(a)/\Gamma(a+\frac12)\).

In the spin-boson model, \(a\) is the dimensionless coupling of a two-level system to an Ohmic bath. The spectral density is taken proportional to \(\omega e^{-\omega/W}\), which fixes the meaning of \(W\); another cutoff shape can multiply \(W\) by a numerical factor in the formulas below. In the scaling limit, where \(T\ll W\) and only times with \(|z|\gg1/W\) matter, the bath correlation function is

\[
C(z)=\left(\frac{\pi T}{W\,i\sinh(\pi Tz)}\right)^{2a}.
\]

It is the equilibrium correlation function of the operator that displaces the bath oscillators when the system tunnels. For tunnelling element \(\Delta/2\) and no bias, the golden-rule rate from one state to the other is \((\Delta/2)^2\) times the integral of \(C\) along a line just below the real axis. Since \(C\) is analytic for \(-1/T<\operatorname{Im}z<0\) and decays at both ends of this strip, the line may be moved to \(z=t-i/(2T)\). There

\[
i\sinh(\pi Tt-i\pi/2)=\cosh(\pi Tt),
\]

so \(C\) becomes the real integrand above, and the rate is

\[
k(T)=\frac{\Delta^2}{4}(\pi T)^{2a-1}W^{-2a}\frac{\sqrt\pi\,\Gamma(a)}{\Gamma(a+\frac12)}.
\]

Hence \(k(sT)=s^{2a-1}k(T)\) for \(s>0\). When \(\Delta\ne0\), heating lowers the rate exactly when \(a<1/2\). At \(a=1/2\), the values \(\Gamma(\frac12)=\sqrt\pi\) and \(\Gamma(1)=1\) give \(k=\pi\Delta^2/(4W)\) at every temperature.

For simulations of dissipative tunnelling, the formula gives a reference value in the weak-tunnelling regime, within the golden rule and the scaling limit.

## The bath function and the rate in Lean

```lean
import Mathlib

open MeasureTheory Set
open scoped Real

namespace SpinBosonOhmicRate

noncomputable section
```

The correlation function is postulated, not derived from an oscillator Hamiltonian or a spectral density. All parameters are real numbers, and the time `z` is complex.

```lean
/-- Ohmic bath correlation function in the scaling limit at complex time `z`, with coupling `a`,
temperature `T` and cutoff `W`, for `a, T, W > 0` and `-1 / T < Im z < 0`. -/
def bathCorrelation (a T W : ℝ) (z : ℂ) : ℂ :=
  ((π : ℂ) * T / (W * (Complex.I * Complex.sinh (π * T * z)))) ^ (2 * (a : ℂ))
```

The complex power uses the principal branch. On the shifted line its base is a positive real number, so no phase ambiguity arises.

```lean
/-- The real thermal kernel `(π T / (W cosh (π T t)))^(2a)`, for `T, W > 0`. -/
def ohmicKernel (a T W t : ℝ) : ℝ :=
  (π * T / (W * Real.cosh (π * T * t))) ^ (2 * a)
```

The rate is defined directly on the shifted line. The contour displacement described above is therefore part of the physical motivation for this definition. The definition is second order in \(\Delta\), and the theorems do not address when that approximation is accurate.

```lean
/-- Unbiased golden-rule rate for tunnelling element `Δ / 2`: `(Δ / 2)^2` times the integral of the
real part of the bath correlation function along the line `Im z = -1 / (2T)`, for `a, T, W > 0`. -/
def goldenRuleRate (Δ a T W : ℝ) : ℝ :=
  (Δ / 2) ^ 2 * ∫ t : ℝ, (bathCorrelation a T W (t - Complex.I / (2 * T))).re
```

The next function is the substitution \(x(\tau)\). Its argument `t` is the dimensionless time called \(\tau\) above.

```lean
/-- The logistic function of `2t`, which maps the real line onto the open unit interval. -/
def logistic (t : ℝ) : ℝ := Real.exp (2 * t) / (Real.exp (2 * t) + 1)
```

## The shifted line and the logistic substitution

The first theorem identifies \(C(t-i/(2T))\) with the real kernel. The addition formula for `Complex.sinh` supplies the quarter-period shift, and positivity of the base lets `Complex.ofReal_cpow` exchange the complex power for a real one.

```lean
/-- For `T, W > 0`, the bath correlation function on the line `Im z = -1 / (2T)` is the real
thermal kernel. -/
theorem bathCorrelation_shifted {T W : ℝ} (a : ℝ) (hT : 0 < T) (hW : 0 < W) (t : ℝ) :
    bathCorrelation a T W (t - Complex.I / (2 * T)) = (ohmicKernel a T W t : ℂ) := by
  have hT' : (T : ℂ) ≠ 0 := Complex.ofReal_ne_zero.2 hT.ne'
  have harg : (π : ℂ) * T * (t - Complex.I / (2 * T)) = π * T * t - (π / 2) * Complex.I := by
    field_simp
  -- a quarter period turns the hyperbolic sine into a hyperbolic cosine
  have hs : Complex.I * Complex.sinh (π * T * (t - Complex.I / (2 * T)))
      = ((Real.cosh (π * T * t) : ℝ) : ℂ) := by
    rw [harg, Complex.sinh_sub, Complex.cosh_mul_I, Complex.sinh_mul_I,
      Complex.cos_pi_div_two, Complex.sin_pi_div_two]
    push_cast
    linear_combination (-Complex.cosh (π * T * t)) * Complex.I_mul_I
  have hc := Real.cosh_pos (π * T * t)
  rw [bathCorrelation, hs, ohmicKernel, Complex.ofReal_cpow (by positivity)]
  push_cast
  rfl
```

Two lemmas record \(x(1-x)=1/(4\cosh^2\tau)\) and \(dx/d\tau=2x(1-x)\). Both write the product as \((1/(2\cosh\tau))^2\), and the second obtains the derivative from the quotient rule.

```lean
/-- The product `x (1 - x)` at the logistic point `x` of time `t` is `1 / (2 cosh t)^2`. -/
theorem logistic_mul (t : ℝ) :
    logistic t * (1 - logistic t) = (1 / Real.cosh t / 2) ^ 2 := by
  have hy := Real.exp_pos t
  have hE : Real.exp (2 * t) = Real.exp t * Real.exp t := by rw [← Real.exp_add, two_mul]
  have hc : Real.cosh t = (Real.exp t * Real.exp t + 1) / (2 * Real.exp t) := by
    rw [Real.cosh_eq, Real.exp_neg]
    field_simp
  rw [logistic, hc, hE]
  field_simp
  ring

/-- The function `logistic`, that is `e^(2t) / (e^(2t) + 1)`, has derivative `2 / (2 cosh t)^2` at
`t`. -/
theorem logistic_hasDerivAt (t : ℝ) :
    HasDerivAt logistic (2 * (1 / Real.cosh t / 2) ^ 2) t := by
  have hp := Real.exp_pos (2 * t)
  have h : HasDerivAt (fun s : ℝ => Real.exp (2 * s)) (Real.exp (2 * t) * 2) t := by
    simpa using ((hasDerivAt_id' t).const_mul (2 : ℝ)).exp
  have h2 : HasDerivAt logistic ((Real.exp (2 * t) * 2 * (Real.exp (2 * t) + 1)
      - Real.exp (2 * t) * (Real.exp (2 * t) * 2)) / (Real.exp (2 * t) + 1) ^ 2) t :=
    h.fun_div (h.add_const 1) (by positivity)
  refine h2.congr_deriv ?_
  rw [← logistic_mul, logistic]
  field_simp
```

## The Beta integral on the time axis

The dimensionless integral is evaluated for every real \(a>0\). In the proof, `himg` shows that the logistic map covers exactly \((0,1)\), with inverse \(\frac12\log(x/(1-x))\), and `hinj` shows that it is injective. The change of variables is `hsub`. Then `hB` matches the real integral with Mathlib's complex Beta integral, `hG` brings in Euler's formula, and `hD` is Legendre duplication. Cancelling the nonzero factor \(2^{1-2a}\Gamma(2a)\) finishes the calculation.

```lean
/-- For `a > 0`, the integral of `(1 / cosh t)^(2a)` over the real line is
`√π Γ(a) / Γ(a + 1/2)`. -/
theorem integral_sech_rpow {a : ℝ} (ha : 0 < a) :
    ∫ t : ℝ, (1 / Real.cosh t) ^ (2 * a) = √π * Real.Gamma a / Real.Gamma (a + 1 / 2) := by
  have himg : logistic '' univ = Ioo 0 1 := by
    ext x
    constructor
    · rintro ⟨t, -, rfl⟩
      have hp := Real.exp_pos (2 * t)
      refine ⟨by unfold logistic; positivity, ?_⟩
      rw [logistic, div_lt_one (by positivity)]
      linarith
    · rintro ⟨h0, h1⟩
      have h : 0 < 1 - x := by linarith
      have hne : 1 - x ≠ 0 := h.ne'
      refine ⟨Real.log (x / (1 - x)) / 2, mem_univ _, ?_⟩
      have e1 : 2 * (Real.log (x / (1 - x)) / 2) = Real.log (x / (1 - x)) := by ring
      have e2 : x / (1 - x) + 1 = 1 / (1 - x) := by
        field_simp
        ring
      rw [logistic, e1, Real.exp_log (div_pos h0 h), e2]
      field_simp
  have hinj : InjOn logistic univ := by
    intro s _ t _ h
    have hs := Real.exp_pos (2 * s)
    have ht := Real.exp_pos (2 * t)
    rw [logistic, logistic, div_eq_div_iff (by positivity) (by positivity)] at h
    have h' : Real.exp (2 * s) = Real.exp (2 * t) := by linear_combination h
    have := Real.exp_injective h'
    linarith
  -- change of variables from the unit interval to the time axis
  have hsub : ∫ x in Ioo (0 : ℝ) 1, (x * (1 - x)) ^ (a - 1)
      = 2 ^ (1 - 2 * a) * ∫ t : ℝ, (1 / Real.cosh t) ^ (2 * a) := by
    rw [← himg, integral_image_eq_integral_abs_deriv_smul
      (f' := fun t => 2 * (1 / Real.cosh t / 2) ^ 2) MeasurableSet.univ
      (fun t _ => (logistic_hasDerivAt t).hasDerivWithinAt) hinj,
      Measure.restrict_univ, ← integral_const_mul]
    refine integral_congr_ae (.of_forall fun t => ?_)
    simp only [smul_eq_mul]
    rw [logistic_mul]
    have hu : 0 < 1 / Real.cosh t := one_div_pos.2 (Real.cosh_pos t)
    generalize 1 / Real.cosh t = u at hu ⊢
    have hv : 0 < u / 2 := by positivity
    have h1 : ((u / 2) ^ 2) ^ (a - 1) * (u / 2) ^ 2 = (u / 2) ^ (2 * a) := by
      rw [← Real.rpow_natCast (u / 2) 2, ← Real.rpow_mul hv.le, ← Real.rpow_add hv]
      congr 1
      push_cast
      ring
    rw [Real.div_rpow hu.le (by norm_num)] at h1
    rw [abs_of_pos (by positivity), Real.rpow_sub two_pos, Real.rpow_one]
    linear_combination 2 * h1
  -- Euler's Beta integral with equal arguments
  have hB : Complex.betaIntegral a a
      = ((∫ x in Ioo (0 : ℝ) 1, (x * (1 - x)) ^ (a - 1) : ℝ) : ℂ) := by
    rw [Complex.betaIntegral, intervalIntegral.integral_of_le zero_le_one,
      integral_Ioc_eq_integral_Ioo, ← integral_complex_ofReal]
    refine setIntegral_congr_fun measurableSet_Ioo fun x hx => ?_
    have hx1 : 0 ≤ 1 - x := sub_nonneg.2 hx.2.le
    simp only [Real.mul_rpow hx.1.le hx1, Complex.ofReal_mul, Complex.ofReal_cpow hx.1.le,
      Complex.ofReal_cpow hx1, Complex.ofReal_sub, Complex.ofReal_one]
  have hG := Complex.Gamma_mul_Gamma_eq_betaIntegral (s := (a : ℂ)) (t := (a : ℂ))
    (by simpa using ha) (by simpa using ha)
  rw [hB, ← Complex.ofReal_add, Complex.Gamma_ofReal, Complex.Gamma_ofReal] at hG
  have hG' : Real.Gamma a * Real.Gamma a = Real.Gamma (a + a)
      * ∫ x in Ioo (0 : ℝ) 1, (x * (1 - x)) ^ (a - 1) := by exact_mod_cast hG
  rw [hsub, ← two_mul] at hG'
  -- Legendre duplication removes the Gamma function of `2a`
  have hD := Real.Gamma_mul_Gamma_add_half a
  have hh : 0 < Real.Gamma (a + 1 / 2) := Real.Gamma_pos_of_pos (by positivity)
  have h2 : 0 < Real.Gamma (2 * a) := Real.Gamma_pos_of_pos (by positivity)
  have hK : Real.Gamma (2 * a) * (2 : ℝ) ^ (1 - 2 * a) ≠ 0 := by positivity
  rw [eq_div_iff hh.ne']
  apply mul_left_cancel₀ hK
  linear_combination (-Real.Gamma (a + 1 / 2)) * hG' + Real.Gamma a * hD
```

The proof turns on `integral_image_eq_integral_abs_deriv_smul`. For a measurable set \(S\) of real numbers and a function \(f\) that is injective on \(S\) with derivative \(f'\), it states

\[
\int_{f(S)}g(x)\,dx=\int_S|f'(\tau)|\,g(f(\tau))\,d\tau.
\]

Here \(S\) is the whole line and \(f(S)=(0,1)\), so the infinite range needs no limiting argument. The theorem also requires no integrability of \(g\). The value of the hyperbolic secant integral is thus available before its convergence has been discussed, and the next proof uses this.

## Restoring temperature and cutoff

The main theorem states both integrability and the value. The step `hk` separates the constant powers from the hyperbolic secant, and `Measure.integral_comp_mul_left` performs the substitution \(\tau=\pi Tt\), which contributes the factor \(1/(\pi T)\). Lean assigns the integral zero to a non-integrable function; since the computed value is positive, the kernel must be integrable. This replaces the exponential bound used by hand.

```lean
/-- For `a, T, W > 0`, the thermal kernel is integrable over all times and its integral is
`(π T)^(2a-1) W^(-2a) √π Γ(a) / Γ(a + 1/2)`. -/
theorem integral_ohmicKernel {a T W : ℝ} (ha : 0 < a) (hT : 0 < T) (hW : 0 < W) :
    Integrable (ohmicKernel a T W) ∧ ∫ t : ℝ, ohmicKernel a T W t =
      (π * T) ^ (2 * a - 1) * W ^ (-(2 * a)) * √π * Real.Gamma a / Real.Gamma (a + 1 / 2) := by
  have hp : 0 < π * T := by positivity
  have hk : ∀ t, ohmicKernel a T W t = (π * T) ^ (2 * a) * W ^ (-(2 * a))
      * (1 / Real.cosh (π * T * t)) ^ (2 * a) := by
    intro t
    have hc := Real.cosh_pos (π * T * t)
    have e : π * T / (W * Real.cosh (π * T * t))
        = π * T * W⁻¹ * (1 / Real.cosh (π * T * t)) := by field_simp
    rw [ohmicKernel, e, Real.mul_rpow (by positivity) (by positivity),
      Real.mul_rpow hp.le (by positivity), Real.inv_rpow hW.le, Real.rpow_neg hW.le]
  have hval : ∫ t : ℝ, ohmicKernel a T W t = (π * T) ^ (2 * a - 1) * W ^ (-(2 * a)) * √π
      * Real.Gamma a / Real.Gamma (a + 1 / 2) := by
    simp_rw [hk]
    -- measure time in units of the thermal time
    rw [integral_const_mul, Measure.integral_comp_mul_left
      (fun s : ℝ => (1 / Real.cosh s) ^ (2 * a)) (π * T), integral_sech_rpow ha,
      abs_of_pos (inv_pos.2 hp), smul_eq_mul, Real.rpow_sub_one hp.ne']
    ring
  refine ⟨?_, hval⟩
  -- a non-integrable function would have integral zero in Lean
  by_contra h
  have h0 := integral_undef h
  rw [hval] at h0
  have h1 := Real.Gamma_pos_of_pos ha
  have h2 : 0 < Real.Gamma (a + 1 / 2) := Real.Gamma_pos_of_pos (by positivity)
  have h3 : 0 < (π * T) ^ (2 * a - 1) * W ^ (-(2 * a)) * √π * Real.Gamma a
      / Real.Gamma (a + 1 / 2) := by positivity
  exact h3.ne' h0
```

## How the rate responds to temperature

Inserting the kernel identity and the integral into the definition gives the closed form of the rate, for any real \(\Delta\).

```lean
/-- Closed form of the unbiased Ohmic golden-rule rate for `a, T, W > 0`. -/
theorem goldenRuleRate_eq (Δ : ℝ) {a T W : ℝ} (ha : 0 < a) (hT : 0 < T) (hW : 0 < W) :
    goldenRuleRate Δ a T W = (Δ / 2) ^ 2 * ((π * T) ^ (2 * a - 1) * W ^ (-(2 * a)) * √π
      * Real.Gamma a / Real.Gamma (a + 1 / 2)) := by
  simp only [goldenRuleRate, bathCorrelation_shifted a hT hW, Complex.ofReal_re]
  rw [(integral_ohmicKernel ha hT hW).2]
```

The scaling law compares temperatures \(T\) and \(sT\) at the same \(a\), \(\Delta\) and \(W\). Its proof splits the power \((s\pi T)^{2a-1}\) into two factors.

```lean
/-- For `a, T, W > 0`, multiplying the temperature by `s > 0` at fixed cutoff multiplies the
rate by `s^(2a-1)`. -/
theorem goldenRuleRate_scaling (Δ : ℝ) {a T W s : ℝ} (ha : 0 < a) (hT : 0 < T) (hW : 0 < W)
    (hs : 0 < s) :
    goldenRuleRate Δ a (s * T) W = s ^ (2 * a - 1) * goldenRuleRate Δ a T W := by
  have e : π * (s * T) = s * (π * T) := by ring
  rw [goldenRuleRate_eq Δ ha (mul_pos hs hT) hW, goldenRuleRate_eq Δ ha hT hW, e,
    Real.mul_rpow hs.le (by positivity)]
  ring
```

For the heating criterion, the proof writes the rate as \((\pi T)^{2a-1}\) times a positive constant. A negative exponent makes this strictly decreasing in \(T\), and a non-negative exponent rules out a decrease. The hypothesis `hΔ` excludes the case in which both rates vanish.

```lean
/-- For `a, W > 0` and `Δ ≠ 0`, heating from `T₁ > 0` to `T₂ > T₁` lowers the rate exactly when
`a < 1/2`. -/
theorem heating_slows_iff {Δ a T₁ T₂ W : ℝ} (hΔ : Δ ≠ 0) (ha : 0 < a) (hT : 0 < T₁)
    (hTT : T₁ < T₂) (hW : 0 < W) :
    goldenRuleRate Δ a T₂ W < goldenRuleRate Δ a T₁ W ↔ a < 1 / 2 := by
  have h1 := Real.Gamma_pos_of_pos ha
  have h2 : 0 < Real.Gamma (a + 1 / 2) := Real.Gamma_pos_of_pos (by positivity)
  obtain ⟨C, hC, e⟩ : ∃ C : ℝ, 0 < C ∧ ∀ T, 0 < T →
      goldenRuleRate Δ a T W = (π * T) ^ (2 * a - 1) * C := by
    refine ⟨(Δ / 2) ^ 2 * (W ^ (-(2 * a)) * √π * Real.Gamma a / Real.Gamma (a + 1 / 2)),
      by positivity, fun T h => ?_⟩
    rw [goldenRuleRate_eq Δ ha h hW]
    ring
  have hp : 0 < π * T₁ := by positivity
  have hlt : π * T₁ < π * T₂ := mul_lt_mul_of_pos_left hTT Real.pi_pos
  rw [e T₁ hT, e T₂ (hT.trans hTT)]
  constructor
  · intro h
    by_contra hn
    have h3 := Real.rpow_le_rpow hp.le hlt.le (show 0 ≤ 2 * a - 1 by linarith)
    exact not_lt_of_ge (mul_le_mul_of_nonneg_right h3 hC.le) h
  · intro h
    exact mul_lt_mul_of_pos_right
      (Real.rpow_lt_rpow_of_neg hp hlt (by linarith)) hC
```

At \(a=1/2\), the temperature exponent is zero and the two Gamma values reduce the formula to the opening integral times \(\Delta^2/4\).

```lean
/-- At coupling `a = 1/2`, with `T, W > 0`, the rate is `π Δ² / (4 W)`. -/
theorem goldenRuleRate_half (Δ : ℝ) {T W : ℝ} (hT : 0 < T) (hW : 0 < W) :
    goldenRuleRate Δ (1 / 2) T W = π * Δ ^ 2 / (4 * W) := by
  have e1 : (2 : ℝ) * (1 / 2) = 1 := by norm_num
  have e2 : (1 / 2 : ℝ) + 1 / 2 = 1 := by norm_num
  rw [goldenRuleRate_eq Δ (by norm_num) hT hW, e1, e2, sub_self, Real.rpow_zero,
    Real.rpow_neg_one, Real.Gamma_one_half_eq, Real.Gamma_one]
  linear_combination (Δ / 2) ^ 2 * W⁻¹ * Real.mul_self_sqrt Real.pi_pos.le

end

end SpinBosonOhmicRate
```

```lean
#print axioms SpinBosonOhmicRate.goldenRuleRate_eq
#print axioms SpinBosonOhmicRate.goldenRuleRate_scaling
#print axioms SpinBosonOhmicRate.heating_slows_iff
#print axioms SpinBosonOhmicRate.goldenRuleRate_half
```

```
'SpinBosonOhmicRate.goldenRuleRate_eq' depends on axioms: [propext, Classical.choice, Quot.sound]
'SpinBosonOhmicRate.goldenRuleRate_scaling' depends on axioms: [propext, Classical.choice, Quot.sound]
'SpinBosonOhmicRate.heating_slows_iff' depends on axioms: [propext, Classical.choice, Quot.sound]
'SpinBosonOhmicRate.goldenRuleRate_half' depends on axioms: [propext, Classical.choice, Quot.sound]
```
